# The second derivative in a one-dimensional comoving frame: a rescaled operator plus a geometric term

A deformation of the line carries the material coordinate $s$ to the position $x(s)$. Its metric factor is $h(s) = x'(s) > 0$, the local stretch, so $h = 1$ means no strain. A wavefunction $\psi$ lives on positions and is complex-valued. Primes on $h$ and on functions of $s$ are $s$-derivatives, and $\psi'$, $\psi''$ are derivatives with respect to position.

```lean
import Mathlib

open Real

namespace ComovingFrame

noncomputable section
```

These lines load the mathematics library Mathlib and open a namespace for the names below.

## The three definitions

```lean
/-- The comoving wavefunction `φ(s) = √h(s) ψ(x(s))` for a deformation `x` with metric
factor `h`. -/
def comoving (h x : ℝ → ℝ) (ψ : ℝ → ℂ) (s : ℝ) : ℂ := √(h s) • ψ (x s)
```

This is the comoving wavefunction $\varphi(s) = \sqrt{h(s)}\,\psi(x(s))$. The symbol `•` multiplies a complex number by a real one. Here `h` and `x` are separate arguments; the theorems link them by a hypothesis.

```lean
/-- The comoving second-derivative operator `(φ'/h²)'`, for a nonvanishing metric factor `h`. -/
def comovingLaplacian (h : ℝ → ℝ) (φ : ℝ → ℂ) (s : ℝ) : ℂ :=
  deriv (fun t => (h t ^ 2)⁻¹ • deriv φ t) s
```

The comoving operator sends $\varphi$ to $(\varphi'/h^2)'$. In Lean, `deriv f s` is the derivative of `f` at `s`, and `fun t => ...` is the function $t \mapsto \dots$

```lean
/-- The geometric term `5h'²/(4h⁴) - h''/(2h³)`, for a nonvanishing metric factor `h`. -/
def geometricTerm (h : ℝ → ℝ) (s : ℝ) : ℝ :=
  5 * deriv h s ^ 2 / (4 * h s ^ 4) - deriv (deriv h) s / (2 * h s ^ 3)
```

The geometric term is
$$G = \frac{5h'^2}{4h^4} - \frac{h''}{2h^3}.$$
It depends only on the deformation.

## From the slope to the identity

```lean
variable {h x : ℝ → ℝ} {ψ : ℝ → ℂ}

/-- Slope of the comoving wavefunction, `φ' = h'/(2√h) ψ(x(s)) + h^(3/2) ψ'(x(s))`, for
differentiable `h = x' > 0` and differentiable `ψ`. -/
theorem hasDerivAt_comoving (hx : ∀ s, HasDerivAt x (h s) s) (hpos : ∀ s, 0 < h s)
    (hh : Differentiable ℝ h) (hψ : Differentiable ℝ ψ) (s : ℝ) :
    HasDerivAt (comoving h x ψ)
      ((deriv h s / (2 * √(h s))) • ψ (x s) + (√(h s) * h s) • deriv ψ (x s)) s := by
  have A := ((hh s).hasDerivAt.sqrt (hpos s).ne').smul
    ((hψ (x s)).hasDerivAt.scomp s (hx s))
  refine A.congr_deriv ?_
  change √(h s) • (h s • deriv ψ (x s)) + (deriv h s / (2 * √(h s))) • ψ (x s) = _
  module
```

The hypothesis `hx` says that $x$ has derivative $h(s)$ at every $s$, and `hpos` says that $h$ is positive. The product and chain rules give
$$\varphi' = \frac{h'}{2\sqrt h}\,\psi(x(s)) + h^{3/2}\,\psi'(x(s)).$$
In the proof, `smul` is the product rule and `scomp` the chain rule; `module` then rearranges the terms.

```lean
/-- For a positive, twice differentiable metric factor, the derivative of `h'/(2 h^(5/2))` is
minus `√h` times the geometric term. -/
theorem hasDerivAt_coefficient (hpos : ∀ s, 0 < h s) (hh : Differentiable ℝ h)
    (hh' : Differentiable ℝ (deriv h)) (s : ℝ) :
    HasDerivAt (fun t => deriv h t / (2 * (√(h t) * h t ^ 2)))
      (-(√(h s) * geometricTerm h s)) s := by
  have h0 := hpos s
  have hr := Real.sqrt_pos.2 h0
  have hs := Real.sq_sqrt h0.le
  have hne : 2 * (√(h s) * h s ^ 2) ≠ 0 := by positivity
  have P : HasDerivAt (fun t => h t ^ 2) (2 * h s * deriv h s) s := by
    simpa using (hh s).hasDerivAt.fun_pow 2
  have D := (hh' s).hasDerivAt.fun_div
    ((((hh s).hasDerivAt.sqrt h0.ne').fun_mul P).const_mul 2) hne
  refine D.congr_deriv ?_
  unfold geometricTerm
  -- express everything through r = √h
  generalize √(h s) = r at hr hs ⊢
  rw [← hs]
  field_simp
  ring
```

This is the derivative of the coefficient that $\psi$ will carry in $\varphi'/h^2$:
$$\left(\frac{h'}{2h^{5/2}}\right)' = \frac{h''}{2h^{5/2}} - \frac{5h'^2}{4h^{7/2}} = -\sqrt h\,G.$$
Lean applies the quotient rule, then writes $r$ for $\sqrt h$ and $r^2$ for $h$. What remains is an identity between fractions: `field_simp` clears the denominators and `ring` checks the result.

```lean
/-- The rescaled slope `φ'/h²` is differentiable, with derivative `√h ψ''(x(s))` minus the
geometric term times `φ`, for twice differentiable `h = x' > 0` and `ψ`. -/
theorem hasDerivAt_flux (hx : ∀ s, HasDerivAt x (h s) s) (hpos : ∀ s, 0 < h s)
    (hh : Differentiable ℝ h) (hh' : Differentiable ℝ (deriv h))
    (hψ : Differentiable ℝ ψ) (hψ' : Differentiable ℝ (deriv ψ)) (s : ℝ) :
    HasDerivAt (fun t => (h t ^ 2)⁻¹ • deriv (comoving h x ψ) t)
      (√(h s) • deriv (deriv ψ) (x s) - geometricTerm h s • comoving h x ψ s) s := by
  -- the flux as a combination of ψ and ψ'
  have e : (fun t => (h t ^ 2)⁻¹ • deriv (comoving h x ψ) t) = fun t =>
      (deriv h t / (2 * (√(h t) * h t ^ 2))) • ψ (x t) + (√(h t))⁻¹ • deriv ψ (x t) := by
    funext t
    have hr := Real.sqrt_pos.2 (hpos t)
    have hs := Real.sq_sqrt (hpos t).le
    have e1 : (h t ^ 2)⁻¹ * (deriv h t / (2 * √(h t)))
        = deriv h t / (2 * (√(h t) * h t ^ 2)) := by
      have := (hpos t).ne'
      field_simp
    have e2 : (h t ^ 2)⁻¹ * (√(h t) * h t) = (√(h t))⁻¹ := by
      generalize √(h t) = r at hr hs ⊢
      rw [← hs]
      field_simp
    rw [(hasDerivAt_comoving hx hpos hh hψ t).deriv, smul_add, smul_smul, smul_smul, e1, e2]
  rw [e]
  have hr := Real.sqrt_pos.2 (hpos s)
  have hs := Real.sq_sqrt (hpos s).le
  have A := (hasDerivAt_coefficient hpos hh hh' s).smul
    ((hψ (x s)).hasDerivAt.scomp s (hx s))
  have B := ((hh s).hasDerivAt.sqrt (hpos s).ne').inv hr.ne' |>.smul
    ((hψ' (x s)).hasDerivAt.scomp s (hx s))
  refine (A.add B).congr_deriv ?_
  change (deriv h s / (2 * (√(h s) * h s ^ 2))) • (h s • deriv ψ (x s))
      + (-(√(h s) * geometricTerm h s)) • ψ (x s)
      + ((√(h s))⁻¹ • (h s • deriv (deriv ψ) (x s))
      + (-(deriv h s / (2 * √(h s))) / √(h s) ^ 2) • deriv ψ (x s))
      = √(h s) • deriv (deriv ψ) (x s) - geometricTerm h s • (√(h s) • ψ (x s))
  -- the first-derivative terms cancel
  have c1 : deriv h s / (2 * (√(h s) * h s ^ 2)) * h s
      + -(deriv h s / (2 * √(h s))) / √(h s) ^ 2 = 0 := by
    generalize √(h s) = r at hr hs ⊢
    rw [← hs]
    field_simp
    ring
  have c2 : (√(h s))⁻¹ * h s = √(h s) := by
    generalize √(h s) = r at hr hs ⊢
    rw [← hs]
    field_simp
  linear_combination (norm := module) c1 • deriv ψ (x s) + c2 • deriv (deriv ψ) (x s)
```

Dividing the slope by $h^2$ gives
$$\frac{\varphi'}{h^2} = \frac{h'}{2h^{5/2}}\,\psi(x(s)) + \frac{1}{\sqrt h}\,\psi'(x(s)),$$
which is the step `e` in the proof. Differentiating, with $\psi$ and its derivatives taken at $x(s)$,
$$\left(\frac{\varphi'}{h^2}\right)' = -\sqrt h\,G\,\psi + \frac{h'}{2h^{3/2}}\,\psi' - \frac{h'}{2h^{3/2}}\,\psi' + \sqrt h\,\psi''.$$
The $\psi'$ terms cancel (`c1`), the last coefficient comes from $h/\sqrt h = \sqrt h$ (`c2`), and $\sqrt h\,\psi = \varphi$. The result is $\sqrt h\,\psi'' - G\varphi$.

`HasDerivAt` states that the derivative exists and has this value. That matters because `deriv` returns zero where a function has no derivative.

```lean
/-- Second derivative in the comoving frame: `√h ψ''(x(s)) = (φ'/h²)' + G φ` with `G` the
geometric term, for twice differentiable `h = x' > 0` and `ψ`. -/
theorem comoving_second_derivative (hx : ∀ s, HasDerivAt x (h s) s) (hpos : ∀ s, 0 < h s)
    (hh : Differentiable ℝ h) (hh' : Differentiable ℝ (deriv h))
    (hψ : Differentiable ℝ ψ) (hψ' : Differentiable ℝ (deriv ψ)) (s : ℝ) :
    √(h s) • deriv (deriv ψ) (x s)
      = comovingLaplacian h (comoving h x ψ) s + geometricTerm h s • comoving h x ψ s := by
  rw [comovingLaplacian, (hasDerivAt_flux hx hpos hh hh' hψ hψ' s).deriv, sub_add_cancel]
```

Moving $G\varphi$ to the other side gives the main identity,
$$\sqrt h\,\psi''(x(s)) = \left(\frac{\varphi'}{h^2}\right)' + G\,\varphi.$$
It holds at every $s$ for finite strain, with no expansion in small $h - 1$. Both $h$ and $\psi$ must be twice differentiable on the whole line, so $x$ is three times differentiable, and wavefunctions with cusps are excluded. So are the bound states of a square well, which have no second derivative at the walls.

The order of operations on the left is easily misread. `deriv (deriv ψ) (x s)` differentiates $\psi$ twice and then evaluates at $x(s)$. The second $s$-derivative of $\psi(x(s))$ is a different quantity, $h^2\psi'' + h'\psi'$, and putting it on the left makes the identity false in general.

## Schrödinger equation and probability

```lean
/-- For twice differentiable `h = x' > 0` and `ψ`, the stationary Schrödinger equation (atomic
units) holds for `ψ` at `x(s)` exactly when its comoving form holds for `φ` at `s`. -/
theorem schrodinger_iff_comoving (hx : ∀ s, HasDerivAt x (h s) s) (hpos : ∀ s, 0 < h s)
    (hh : Differentiable ℝ h) (hh' : Differentiable ℝ (deriv h))
    (hψ : Differentiable ℝ ψ) (hψ' : Differentiable ℝ (deriv ψ)) (V : ℝ → ℝ) (E s : ℝ) :
    (-(1 / 2 : ℝ)) • deriv (deriv ψ) (x s) + V (x s) • ψ (x s) = E • ψ (x s) ↔
      (-(1 / 2 : ℝ)) • (comovingLaplacian h (comoving h x ψ) s
        + geometricTerm h s • comoving h x ψ s) + V (x s) • comoving h x ψ s
        = E • comoving h x ψ s := by
  rw [← comoving_second_derivative hx hpos hh hh' hψ hψ' s]
  unfold comoving
  constructor
  · intro H
    linear_combination (norm := module) √(h s) • H
  · intro H
    -- divide by the nonzero factor √h
    apply smul_right_injective ℂ (Real.sqrt_pos.2 (hpos s)).ne'
    linear_combination (norm := module) H
```

In atomic units, the equation $-\tfrac12\psi'' + V\psi = E\psi$ at the point $x(s)$ is equivalent to
$$-\tfrac12\left[\left(\frac{\varphi'}{h^2}\right)' + G\varphi\right] + V(x(s))\,\varphi = E\varphi$$
at $s$. One direction multiplies by $\sqrt h$; the other divides by it, which is allowed because $\sqrt h > 0$. The potential $V$ is any real function and $E$ any real number; boundary conditions and normalisation play no part.

In density functional perturbation theory for flexoelectricity, a comoving frame keeps atoms that follow the deformation at fixed coordinates, and the strain gradient enters the Hamiltonian through the metric; the equivalence here covers that change of frame for a single particle in one dimension with a given potential, without self-consistency or linear response.

```lean
/-- For continuous `h = x' > 0` and continuous `ψ`, the integral of `|φ|²` from `a` to `b` equals
that of `|ψ|²` from `x(a)` to `x(b)`. -/
theorem comoving_probability (hx : ∀ s, HasDerivAt x (h s) s) (hpos : ∀ s, 0 < h s)
    (hc : Continuous h) (hψ : Continuous ψ) (a b : ℝ) :
    ∫ s in a..b, ‖comoving h x ψ s‖ ^ 2 = ∫ y in x a..x b, ‖ψ y‖ ^ 2 := by
  have key := intervalIntegral.integral_comp_mul_deriv (a := a) (b := b)
    (g := fun y => ‖ψ y‖ ^ 2) (fun s _ => hx s) hc.continuousOn (by fun_prop)
  rw [← key]
  apply intervalIntegral.integral_congr
  intro s _
  change ‖√(h s) • ψ (x s)‖ ^ 2 = ‖ψ (x s)‖ ^ 2 * h s
  rw [norm_smul, Real.norm_of_nonneg (Real.sqrt_nonneg _), mul_pow,
    Real.sq_sqrt (hpos s).le, mul_comm]
```

The factor $\sqrt h$ preserves the probability in each interval. Since $|\varphi|^2 = h\,|\psi(x(s))|^2$, the substitution $y = x(s)$, $dy = h\,ds$ gives
$$\int_a^b |\varphi(s)|^2\,ds = \int_{x(a)}^{x(b)} |\psi(y)|^2\,dy.$$
Continuity of $h$ and $\psi$ is enough. Lean's `integral_comp_mul_deriv` is this substitution.

## Uniform strain, and when the geometric term vanishes

```lean
/-- Uniform strain `x = (1+η)s` with `η > -1`: for twice differentiable `ψ`,
`√(1+η) ψ''(x(s)) = φ''(s)/(1+η)²`. -/
theorem uniform_strain {η : ℝ} (hη : -1 < η) (hψ : Differentiable ℝ ψ)
    (hψ' : Differentiable ℝ (deriv ψ)) (s : ℝ) :
    √(1 + η) • deriv (deriv ψ) ((1 + η) * s) = ((1 + η) ^ 2)⁻¹ •
      deriv (deriv (comoving (fun _ => 1 + η) (fun t => (1 + η) * t) ψ)) s := by
  have h0 : 0 < 1 + η := by linarith
  have hne : (1 + η) ^ 2 ≠ 0 := by positivity
  have hx : ∀ t : ℝ, HasDerivAt (fun t => (1 + η) * t) (1 + η) t := fun t => by
    simpa using (hasDerivAt_id t).const_mul (1 + η)
  have G : geometricTerm (fun _ => 1 + η) s = 0 := by simp [geometricTerm]
  have F := (hasDerivAt_flux (h := fun _ => 1 + η) hx (fun _ => h0)
    (by fun_prop) (by simp) hψ hψ' s).const_smul ((1 + η) ^ 2)
  -- remove the constant factor from the flux
  have D := F.congr_of_eventuallyEq (f₁ := deriv (comoving (fun _ => 1 + η)
    (fun t => (1 + η) * t) ψ))
    (Filter.Eventually.of_forall fun t => (smul_inv_smul₀ hne _).symm)
  rw [D.deriv, inv_smul_smul₀ hne, G, zero_smul, sub_zero]
```

For $x = (1+\eta)s$ the metric factor is the constant $1+\eta$, positive because $\eta > -1$. Then $h' = h'' = 0$, so $G = 0$, and the constant $1/h^2$ comes out of the derivative:
$$\sqrt{1+\eta}\;\psi''(x(s)) = \frac{\varphi''(s)}{(1+\eta)^2}.$$
The kinetic operator keeps its form and is scaled by $1/(1+\eta)^2$. The proof takes the derivative from `hasDerivAt_flux` and removes the constant factor.

```lean
/-- For a positive, twice differentiable metric factor on the whole line, the geometric term
vanishes everywhere if and only if `h` is constant. -/
theorem geometricTerm_eq_zero_iff (hpos : ∀ s, 0 < h s) (hh : Differentiable ℝ h)
    (hh' : Differentiable ℝ (deriv h)) :
    (∀ s, geometricTerm h s = 0) ↔ ∃ c, ∀ s, h s = c := by
  constructor
  · intro hG
    have hA := hasDerivAt_coefficient hpos hh hh'
    have hk := is_const_of_deriv_eq_zero (fun s => (hA s).differentiableAt)
      (fun s => by rw [(hA s).deriv, hG s, mul_zero, neg_zero])
    obtain ⟨k, hk⟩ : ∃ k, ∀ s, deriv h s / (2 * (√(h s) * h s ^ 2)) = k :=
      ⟨_, fun s => hk s 0⟩
    -- h^(-3/2) has the constant slope -3k
    have hW : ∀ s, HasDerivAt (fun t => (√(h t) * h t)⁻¹ + 3 * k * t) 0 s := by
      intro s
      have hr := Real.sqrt_pos.2 (hpos s)
      have hs := Real.sq_sqrt (hpos s).le
      have W := (((hh s).hasDerivAt.sqrt (hpos s).ne').fun_mul (hh s).hasDerivAt).inv
        (mul_pos hr (hpos s)).ne'
      refine (W.add ((hasDerivAt_id s).const_mul (3 * k))).congr_deriv ?_
      rw [← hk s]
      generalize √(h s) = r at hr hs ⊢
      rw [← hs]
      field_simp
      ring
    have hc := is_const_of_deriv_eq_zero (fun s => (hW s).differentiableAt)
      (fun s => (hW s).deriv)
    -- a positive affine function on the whole line has zero slope
    have k0 : k = 0 := by
      by_contra hne
      have e : (√(h ((√(h 0) * h 0)⁻¹ / (3 * k))) * h ((√(h 0) * h 0)⁻¹ / (3 * k)))⁻¹
          + 3 * k * ((√(h 0) * h 0)⁻¹ / (3 * k)) = (√(h 0) * h 0)⁻¹ + 3 * k * 0 :=
        hc _ 0
      rw [mul_div_cancel₀ _ (mul_ne_zero three_ne_zero hne)] at e
      have p := inv_pos.2 (mul_pos (Real.sqrt_pos.2 (hpos ((√(h 0) * h 0)⁻¹ / (3 * k))))
        (hpos ((√(h 0) * h 0)⁻¹ / (3 * k))))
      linarith
    refine ⟨h 0, fun s => is_const_of_deriv_eq_zero hh (fun t => ?_) s 0⟩
    have ht := hk t
    have hr := Real.sqrt_pos.2 (hpos t)
    have h0 := hpos t
    have hd : 2 * (√(h t) * h t ^ 2) ≠ 0 := by positivity
    rw [k0, div_eq_zero_iff] at ht
    exact ht.resolve_right hd
  · rintro ⟨c, hc⟩ s
    have e : h = fun _ => c := funext hc
    simp [geometricTerm, e]

end

end ComovingFrame
```

On the whole line, $G$ vanishes everywhere exactly when $h$ is constant. A constant $h$ clearly gives $G = 0$. For the other direction, let $G = 0$ everywhere. By the coefficient formula, $h'/(2h^{5/2})$ is then a constant $k$, and
$$\left(h^{-3/2}\right)' = -\tfrac32\,h'\,h^{-5/2} = -3k, \qquad h(s)^{-3/2} = h(0)^{-3/2} - 3ks.$$
If $k \neq 0$, the right side is zero at $s = h(0)^{-3/2}/(3k)$, while the left side is positive. Lean evaluates at this same point to reach the contradiction. Hence $k = 0$, so $h' = 0$ and $h$ is constant.

The argument needs the whole line. If the conditions are required only for $s > -1$, the function $h = (1+s)^{-2/3}$ is a counter-example: it is positive and smooth there, and both terms of $G$ equal $\tfrac59(1+s)^{-2/3}$, so $G = 0$ although $h$ varies.

```lean
#print axioms ComovingFrame.comoving_second_derivative
#print axioms ComovingFrame.schrodinger_iff_comoving
#print axioms ComovingFrame.uniform_strain
#print axioms ComovingFrame.geometricTerm_eq_zero_iff
```

```
'ComovingFrame.comoving_second_derivative' depends on axioms: [propext, Classical.choice, Quot.sound]
'ComovingFrame.schrodinger_iff_comoving' depends on axioms: [propext, Classical.choice, Quot.sound]
'ComovingFrame.uniform_strain' depends on axioms: [propext, Classical.choice, Quot.sound]
'ComovingFrame.geometricTerm_eq_zero_iff' depends on axioms: [propext, Classical.choice, Quot.sound]
```
